# For finitely many core excitations with positive gaps, a tetrahedrally symmetric polarizability gives the second-order energy $-\alpha|f|^2/2$

A core polarization potential can be added to an effective core potential. In its simplest form it contributes the energy $-\alpha|f|^2/2$ for each core, where $f$ is the electric field that the valence electrons and the other cores produce there. In this form the dipole response of the core is described by one number $\alpha$. This text derives that form for a static, uniform field at second order, from a finite list of core excitations, under the condition that the polarizability tensor has tetrahedral rotation symmetry. The short-range cutoff that practical potentials apply to the field is not part of the model.

The excitations are labelled by $n$ in a finite set, the type `ι` in the code. The set may be empty, in which case every sum below is zero. The Cartesian axes are numbered $0,1,2$, as in `Fin 3`.

In Lean 4 with Mathlib:

```lean
import Mathlib

open Matrix

namespace CorePolarization

noncomputable section

variable {ι : Type*} [Fintype ι]
```

## The energy as a sum over core excitations

Let $d_n\in\mathbb C^3$ be the transition dipole from the core ground state to excitation $n$. It may be complex, because the states may be. A real field $f\in\mathbb R^3$ couples the two states through

$$f\cdot d_n=\sum_i f_i\,d_{n,i},$$

with no complex conjugation. The overall sign of the interaction does not matter, since only the squared modulus will enter.

```lean
/-- The coupling `f · d` of a real electric field to a complex transition dipole. -/
def coupling (f : Fin 3 → ℝ) (d : Fin 3 → ℂ) : ℂ := ∑ i, (f i : ℂ) * d i
```

Let $w_n$ be the excitation energy, or gap. Second-order perturbation theory gives the energy shift

$$E(f)=-\sum_n\frac{|f\cdot d_n|^2}{w_n}.$$

The code takes this formula as the definition of the energy; it does not derive it from a Hamiltonian. `Complex.normSq` is the squared modulus. The theorems about signs assume $w_n>0$ for every $n$, which says physically that the core starts in a ground state with every listed excitation strictly above it.

```lean
/-- The second-order energy of the core in the field `f`, as a sum over excitations with
nonzero gaps `w n` and transition dipoles `d n`. -/
def secondOrderEnergy (w : ι → ℝ) (d : ι → Fin 3 → ℂ) (f : Fin 3 → ℝ) : ℝ :=
  -∑ n, Complex.normSq (coupling f (d n)) / w n
```

## The polarizability tensor

Define the real $3\times3$ matrix

$$a_{ij}=\sum_n\frac{2\,\mathrm{Re}(\overline{d_{n,i}}\,d_{n,j})}{w_n}.$$

The factor 2 fixes the usual convention, in which the energy is $-\tfrac12 f^{\mathsf T}af$. In the code `starRingEnd ℂ` is complex conjugation and `.re` takes the real part.

```lean
/-- The static dipole polarizability matrix of the core, for nonzero gaps `w n`. -/
def polarizability (w : ι → ℝ) (d : ι → Fin 3 → ℂ) : Matrix (Fin 3) (Fin 3) ℝ :=
  Matrix.of fun i j => ∑ n, 2 * (starRingEnd ℂ (d n i) * d n j).re / w n
```

The number that will become the isotropic polarizability is

$$\alpha=\frac23\sum_n\frac{|d_n|^2}{w_n},\qquad |d_n|^2=\sum_i|d_{n,i}|^2.$$

At this point it is only a name for a sum; its link to $a$ comes later.

```lean
/-- Two thirds of the sum of squared dipole lengths over gaps, for nonzero gaps `w n`. -/
def meanPolarizability (w : ι → ℝ) (d : ι → Fin 3 → ℂ) : ℝ :=
  2 / 3 * ∑ n, (∑ i, Complex.normSq (d n i)) / w n
```

## Two rotations and what they do to a tensor

The cyclic permutation $C$ is the rotation that sends axis 0 to axis 1, axis 1 to axis 2, and axis 2 to axis 0.

```lean
/-- The rotation that permutes the three axes cyclically. -/
def cyclicPerm : Matrix (Fin 3) (Fin 3) ℝ := !![0, 0, 1; 1, 0, 0; 0, 1, 0]
```

The half-turn about axis $k$ keeps component $k$ and reverses the other two. Its matrix is diagonal, with $+1$ in position $k$ and $-1$ elsewhere.

```lean
/-- The rotation by `π` about the axis `k`. -/
def halfTurn (k : Fin 3) : Matrix (Fin 3) (Fin 3) ℝ :=
  Matrix.diagonal fun i => if i = k then 1 else -1
```

A rotation $R$ acts on a tensor by $a\mapsto RaR^{\mathsf T}$. The symmetry condition is that $a$ is unchanged by $C$ and by the half-turn about axis 2. The other two half-turns need no separate assumption, because conjugating this one by $C$ and by $C^2$ produces them. Together these operations generate the rotation group of the tetrahedron.

```lean
/-- The tensor `a` is unchanged by the cyclic permutation of the axes and by the half-turn
about the third axis. -/
def IsTetrahedral (a : Matrix (Fin 3) (Fin 3) ℝ) : Prop :=
  cyclicPerm * a * cyclicPermᵀ = a ∧ halfTurn 2 * a * (halfTurn 2)ᵀ = a
```

The predicate `IsTetrahedral` constrains the matrix, not the core states. For a closed-shell atomic core it stands for the spherical symmetry of the ion, provided that the list of excitations contains complete degenerate multiplets. A list that keeps only part of a $p$ multiplet may fail the condition.

## From the tensor to the sum over states

Since $f$ is real, it can be moved inside the real part and the double sum factorises:

$$f^{\mathsf T}af=\sum_n\frac{2}{w_n}\,\mathrm{Re}\Big[\Big(\sum_i f_i\overline{d_{n,i}}\Big)\Big(\sum_j f_jd_{n,j}\Big)\Big]=2\sum_n\frac{|f\cdot d_n|^2}{w_n}.$$

In the statement, `⬝ᵥ` is the dot product and `*ᵥ` applies a matrix to a vector.

```lean
/-- The quadratic form of the polarizability is twice the sum over states. -/
theorem polarizability_quadForm (w : ι → ℝ) (d : ι → Fin 3 → ℂ) (f : Fin 3 → ℝ) :
    f ⬝ᵥ polarizability w d *ᵥ f = 2 * ∑ n, Complex.normSq (coupling f (d n)) / w n := by
  simp only [dotProduct, Matrix.mulVec, Fin.sum_univ_three, polarizability, Matrix.of_apply,
    Finset.mul_sum, Finset.sum_mul, ← Finset.sum_add_distrib]
  refine Finset.sum_congr rfl fun n _ => ?_
  simp only [coupling, Fin.sum_univ_three, Complex.normSq_apply, Complex.add_re, Complex.add_im,
    Complex.mul_re, Complex.mul_im, Complex.ofReal_re, Complex.ofReal_im, Complex.conj_re,
    Complex.conj_im]
  ring
```

The first `simp only` writes out the three components and gathers everything under a single sum over $n$. `Finset.sum_congr` then reduces the claim to one excitation. There both sides are expanded in the real and imaginary parts of the dipole, and `ring` confirms that the polynomials agree. No sign condition on the gaps is used.

## Symmetry, positivity and the quadratic energy

Exchanging $i$ and $j$ replaces $\overline{d_{n,i}}\,d_{n,j}$ by its complex conjugate, which has the same real part. Hence $a_{ji}=a_{ij}$. If all $w_n>0$, every term of $2\sum_n|f\cdot d_n|^2/w_n$ is nonnegative, so $f^{\mathsf T}af\ge0$ for every $f$. Dividing the identity of the previous step by $-2$ gives

$$E(f)=-\tfrac12 f^{\mathsf T}af.$$

A static field therefore never raises the core energy at this order.

```lean
/-- For positive gaps the polarizability `a` is a real symmetric positive semidefinite matrix,
and the second-order energy is `-fᵀ a f / 2` in every real field `f`. -/
theorem secondOrderEnergy_eq_polarizability (w : ι → ℝ) (hw : ∀ n, 0 < w n)
    (d : ι → Fin 3 → ℂ) :
    (polarizability w d).PosSemidef ∧
    ∀ f, secondOrderEnergy w d f = -(f ⬝ᵥ polarizability w d *ᵥ f) / 2 := by
  have symm : ∀ i j, polarizability w d j i = polarizability w d i j := by
    intro i j
    simp only [polarizability, Matrix.of_apply]
    refine Finset.sum_congr rfl fun n _ => ?_
    simp only [Complex.mul_re, Complex.conj_re, Complex.conj_im]
    ring
  constructor
  · refine Matrix.PosSemidef.of_dotProduct_mulVec_nonneg
      (Matrix.IsHermitian.ext fun i j => by rw [star_trivial]; exact symm i j) fun f => ?_
    rw [star_trivial, polarizability_quadForm]
    exact mul_nonneg zero_le_two
      (Finset.sum_nonneg fun n _ => div_nonneg (Complex.normSq_nonneg _) (hw n).le)
  · intro f
    rw [polarizability_quadForm, secondOrderEnergy]
    ring
```

`PosSemidef` contains both properties of $a$: it asks for a Hermitian matrix, which for real entries means a symmetric one, and for a nonnegative quadratic form. The local fact `symm` supplies the first. The second follows from `polarizability_quadForm` and the signs of the terms. The energy formula is the same identity after the definition of $E$ has been unfolded.

## Tetrahedral symmetry leaves only a multiple of the identity

Let $a$ be any real $3\times3$ matrix with the two symmetries. The half-turn about axis 2 multiplies $a_{ij}$ by $s_is_j$, where $s=(-1,-1,1)$. The entries that couple axis 2 to the others change sign, and being unchanged they must vanish:

$$a_{02}=a_{12}=a_{20}=a_{21}=0.$$

The entries of $CaC^{\mathsf T}=a$ then give

$$a_{01}=a_{20}=0,\qquad a_{10}=a_{02}=0,\qquad a_{00}=a_{22},\qquad a_{11}=a_{00}.$$

All off-diagonal entries are zero and the diagonal ones are equal, so

$$a=\frac{\operatorname{tr}a}{3}\,\mathbf 1.$$

```lean
/-- A tensor that satisfies `IsTetrahedral` is one third of its trace times the identity. -/
theorem IsTetrahedral.eq_smul_one {a : Matrix (Fin 3) (Fin 3) ℝ} (h : IsTetrahedral a) :
    a = (a.trace / 3) • (1 : Matrix (Fin 3) (Fin 3) ℝ) := by
  obtain ⟨hc, hr⟩ := h
  have c : ∀ i j, (cyclicPerm * a * cyclicPermᵀ) i j = a i j := fun i j => by rw [hc]
  have r : ∀ i j, (if i = 2 then (1 : ℝ) else -1) * a i j * (if j = 2 then 1 else -1)
      = a i j := by
    intro i j
    have := congrFun (congrFun hr i) j
    rwa [halfTurn, Matrix.diagonal_transpose, Matrix.mul_diagonal, Matrix.diagonal_mul] at this
  -- the half-turn removes the entries that couple the third axis to the others
  have e0 : (0 : Fin 3) ≠ 2 := by decide
  have e1 : (1 : Fin 3) ≠ 2 := by decide
  have e2 : (2 : Fin 3) = 2 := rfl
  have h02 : a 0 2 = 0 := by have := r 0 2; rw [if_neg e0, if_pos e2] at this; linarith
  have h12 : a 1 2 = 0 := by have := r 1 2; rw [if_neg e1, if_pos e2] at this; linarith
  have h20 : a 2 0 = 0 := by have := r 2 0; rw [if_neg e0, if_pos e2] at this; linarith
  have h21 : a 2 1 = 0 := by have := r 2 1; rw [if_neg e1, if_pos e2] at this; linarith
  -- the cyclic permutation carries this to the remaining entries
  have c01 := c 0 1
  have c10 := c 1 0
  have c00 := c 0 0
  have c11 := c 1 1
  simp [cyclicPerm, Matrix.mul_apply, Matrix.vecMul, dotProduct, Fin.sum_univ_three]
    at c01 c10 c00 c11
  have h01 : a 0 1 = 0 := by linarith
  have h10 : a 1 0 = 0 := by linarith
  have h11 : a 1 1 = a 0 0 := by linarith
  have h22 : a 2 2 = a 0 0 := by linarith
  have ht : a.trace / 3 = a 0 0 := by rw [Matrix.trace_fin_three, h11, h22]; ring
  rw [ht]
  ext i j
  fin_cases i <;> fin_cases j <;>
    simp [h01, h02, h10, h12, h20, h21, h11, h22]
```

The local facts `c` and `r` are the two symmetry conditions read entry by entry. The four facts from `h02` to `h21` are the vanishing entries of the first display, each obtained by `linarith` from an equation of the form $-x=x$. The `simp` call evaluates the matrix products in the four cyclic equations, which yield the second display. At the end `fin_cases` splits the matrix equality into its nine entries, and `simp` checks each one. Neither symmetry of $a$ under transposition nor positivity is needed here.

## The polarization energy with a single parameter

It remains to evaluate the trace. Setting $j=i$ in the definition of $a$ and summing over $i$,

$$\frac{\operatorname{tr}a}{3}=\frac13\sum_n\frac{2\sum_i|d_{n,i}|^2}{w_n}=\frac23\sum_n\frac{|d_n|^2}{w_n}=\alpha.$$

With the symmetry condition this means $a=\alpha\mathbf 1$, and therefore

$$E(f)=-\tfrac12 f^{\mathsf T}(\alpha\mathbf 1)f=-\tfrac12\alpha|f|^2.$$

For positive gaps $\alpha$ is a sum of nonnegative terms, so $\alpha\ge0$. It is zero when there are no excitations or when all the dipoles vanish.

```lean
/-- If the polarizability satisfies `IsTetrahedral` and the gaps are positive, the energy is `-α
|f|² / 2` with `α` the nonnegative mean polarizability. -/
theorem secondOrderEnergy_isotropic (w : ι → ℝ) (hw : ∀ n, 0 < w n) (d : ι → Fin 3 → ℂ)
    (h : IsTetrahedral (polarizability w d)) :
    0 ≤ meanPolarizability w d ∧
    ∀ f, secondOrderEnergy w d f = -(meanPolarizability w d * (f ⬝ᵥ f)) / 2 := by
  have ht : (polarizability w d).trace / 3 = meanPolarizability w d := by
    simp only [Matrix.trace_fin_three, polarizability, meanPolarizability, Matrix.of_apply,
      ← Finset.sum_add_distrib, Finset.sum_div, Finset.mul_sum]
    refine Finset.sum_congr rfl fun n _ => ?_
    simp only [Fin.sum_univ_three, Complex.normSq_apply, Complex.mul_re, Complex.conj_re,
      Complex.conj_im]
    ring
  have ha := h.eq_smul_one
  rw [ht] at ha
  refine ⟨mul_nonneg (by norm_num) (Finset.sum_nonneg fun n _ => div_nonneg
    (Finset.sum_nonneg fun i _ => Complex.normSq_nonneg _) (hw n).le), fun f => ?_⟩
  rw [(secondOrderEnergy_eq_polarizability w hw d).2 f, ha, Matrix.smul_mulVec,
    Matrix.one_mulVec, dotProduct_smul, smul_eq_mul]
```

The expression `f ⬝ᵥ f` is $|f|^2$. The fact `ht` is the trace calculation, and rewriting with it turns `eq_smul_one` into $a=\alpha\mathbf 1$. The last `rw` puts this matrix into the quadratic energy and takes the scalar out of the dot product.

For valence-only calculations, including quantum Monte Carlo with effective core potentials, the theorem supports the use of a scalar core polarizability within this static, second-order model with finitely many excitations. It does not treat the continuum of excited core states, the variation of the field across the core, or the delay in the core's response to moving valence electrons.

## Three equal dipoles satisfy the condition

Take three excitations whose dipoles are the unit vectors along the axes, $d_{n,i}=\delta_{ni}$.

```lean
/-- Three transition dipoles of unit length, one along each axis. -/
def axisDipole : Fin 3 → Fin 3 → ℂ := fun n i => if n = i then 1 else 0
```

With all gaps equal to 1,

$$a_{ij}=\sum_n2\,\delta_{ni}\delta_{nj}=2\,\delta_{ij}.$$

This is twice the identity, which every rotation leaves unchanged. Here $\alpha=\tfrac23\cdot3=2$, and the energy is $-|f|^2$. The three excitations resemble an $s\to p$ transition in which all three orientations of the $p$ orbital are included.

```lean
/-- Three unit dipoles along the axes with equal gaps `1` have a polarizability with the
required symmetries, equal to twice the identity. -/
theorem isTetrahedral_witness :
    polarizability (fun _ => 1) axisDipole = Matrix.diagonal (fun _ => 2) ∧
    IsTetrahedral (polarizability (fun _ => 1) axisDipole) := by
  have h : polarizability (fun _ => 1) axisDipole = Matrix.diagonal (fun _ => 2) := by
    ext i j
    fin_cases i <;> fin_cases j <;> simp [polarizability, axisDipole, Fin.sum_univ_three]
  refine ⟨h, ?_⟩
  rw [h]
  constructor
  · ext i j
    fin_cases i <;> fin_cases j <;>
      simp [cyclicPerm, Matrix.mul_apply, Fin.sum_univ_three]
  · ext i j
    fin_cases i <;> fin_cases j <;> simp [halfTurn]
```

The matrix is computed entry by entry, and both symmetry conditions are then checked on the result.

## Half-turns alone do not make the core isotropic

Keep the same dipoles but give them the gaps $1,2,4$. Then

$$a=\operatorname{diag}\big(2,\,1,\,\tfrac12\big).$$

Each half-turn is diagonal with entries $\pm1$, so it leaves every diagonal matrix unchanged. Unit fields along axes 0 and 1 nevertheless give

$$E(1,0,0)=-1,\qquad E(0,1,0)=-\tfrac12.$$

With half-turn symmetry alone the three diagonal polarizabilities can all differ, as they do here; adding invariance under the cyclic permutation makes them equal.

```lean
/-- For the dipoles `axisDipole` with gaps `1, 2, 4`, the polarizability is unchanged by all three
half-turns, yet unit fields along the first and second axes give different energies. -/
theorem halfTurns_not_sufficient :
    (∀ k, halfTurn k * polarizability ![1, 2, 4] axisDipole * (halfTurn k)ᵀ
      = polarizability ![1, 2, 4] axisDipole) ∧
    secondOrderEnergy ![1, 2, 4] axisDipole ![1, 0, 0]
      ≠ secondOrderEnergy ![1, 2, 4] axisDipole ![0, 1, 0] := by
  constructor
  · intro k
    ext i j
    rw [halfTurn, Matrix.diagonal_transpose, Matrix.mul_diagonal, Matrix.diagonal_mul]
    fin_cases k <;> fin_cases i <;> fin_cases j <;>
      simp [polarizability, axisDipole, Fin.sum_univ_three]
  · simp [secondOrderEnergy, coupling, axisDipole, Fin.sum_univ_three]

end

end CorePolarization
```

```lean
#print axioms CorePolarization.secondOrderEnergy_eq_polarizability
#print axioms CorePolarization.secondOrderEnergy_isotropic
#print axioms CorePolarization.halfTurns_not_sufficient
```

```
'CorePolarization.secondOrderEnergy_eq_polarizability' depends on axioms: [propext, Classical.choice, Quot.sound]
'CorePolarization.secondOrderEnergy_isotropic' depends on axioms: [propext, Classical.choice, Quot.sound]
'CorePolarization.halfTurns_not_sufficient' depends on axioms: [propext, Classical.choice, Quot.sound]
```

## Imaginary frequencies, and symmetry stated for the excitations

The same argument covers the polarizability at an imaginary frequency $iu$, with $u$ real and in units where $\hbar=1$, which enters the dispersion interaction between two cores. For real dipole vectors it is

$$a_{ij}(iu)=\sum_n\frac{2w_n\,d_{n,i}d_{n,j}}{w_n^2+u^2}.$$

This is the static formula with $w_n$ replaced by $(w_n^2+u^2)/w_n$, which is again positive. The matrix is therefore positive semidefinite, and it is a multiple of the identity whenever it has the two symmetries.

The symmetry could also have been placed on the excitations and not on the tensor. For each of the two rotations $R$, one would assume a unitary matrix $U$ that mixes only excitations with equal gaps and satisfies $Rd_n=\sum_mU_{nm}d_m$. Unitarity then gives $RaR^{\mathsf T}=a$, so the invariance of the tensor would be derived from the structure of the degenerate levels. That version is closer to how symmetry acts on a core, but it has a stronger hypothesis: it excludes lists of excitations whose tensor is isotropic only because different levels happen to compensate each other.
